# An error bound for linear mixing when the matrix is symmetric in a positive semidefinite metric

Take the matrix

$$E=\begin{pmatrix}2&1\\2&3\end{pmatrix}.$$

It has eigenvectors $v=(1,-1)$ and $w=(1,2)$ with eigenvalues $1$ and $4$. They are not perpendicular in the ordinary dot product, but they are in the metric $M=\mathrm{diag}(2,1)$, since $\langle v,Mw\rangle=2-2=0$. Write $x=\alpha v+\beta w$. Then $\langle x,Mx\rangle=3\alpha^2+6\beta^2$, and for a real number $a$ the map $T=1-aE$ gives

$$\langle Tx,MTx\rangle=3(1-a)^2\alpha^2+6(1-4a)^2\beta^2\le \max(|1-a|,|1-4a|)^2\,\langle x,Mx\rangle .$$

The metric matters. At $a=2/5$ the factor is $3/5$, yet $T$ sends $(1,0)$ to $(1/5,-4/5)$, whose Euclidean length is $\sqrt{17}/5\approx0.82$.

In general, let $M$ be real symmetric positive semidefinite, let $ME$ be symmetric, and let $m\langle x,Mx\rangle\le\langle x,MEx\rangle\le L\langle x,Mx\rangle$ for all $x$. With $\|x\|_M=\sqrt{\langle x,Mx\rangle}$, the claim is

$$\|(1-aE)x\|_M\le\max(|1-am|,|1-aL|)\,\|x\|_M\qquad\text{for every real }a.$$

Such a map governs the error of simple density mixing in a self-consistent-field calculation, once the problem is linearised about the solution and discretised with finitely many real variables. There $E=1-\chi_0K$, with $\chi_0$ the independent-particle response and $K$ the interaction kernel; if $\chi_0$ is symmetric and $K$ is symmetric positive definite, then $M=K$ makes $ME=K-K\chi_0K$ symmetric. When $m>0$, the $M$-length of the residual lies between $m$ and $L$ times the $M$-length of the error.

## The metric and the mixing step

Vectors are real functions on a finite index type `n`, and matrices are real and square.

In Lean 4 with Mathlib:

```lean
import Mathlib

open Matrix Filter Topology

namespace LinearMixing

noncomputable section

variable {n : Type*} [Fintype n] [DecidableEq n]
```

The form $\langle x,My\rangle$ is a dot product with a matrix-vector product, written `⬝ᵥ` and `*ᵥ`.

```lean
/-- The bilinear form `⟨x, M y⟩` given by the metric `M`. -/
def mInner (M : Matrix n n ℝ) (x y : n → ℝ) : ℝ := x ⬝ᵥ M *ᵥ y
```

Its square root on the diagonal is the length $\|x\|_M$. When $M$ is only semidefinite, a nonzero vector may have length zero.

```lean
/-- The length `√⟨x, M x⟩` of a vector in the metric `M`, for positive semidefinite `M`. -/
def mNorm (M : Matrix n n ℝ) (x : n → ℝ) : ℝ := √(mInner M x x)
```

The factor in the claim depends on three real numbers.

```lean
/-- The larger of `|1 - a m|` and `|1 - a L|`. -/
def mixFactor (a m L : ℝ) : ℝ := max |1 - a * m| |1 - a * L|
```

To solve $Ex=b$, linear mixing adds a fixed multiple of the residual: $x\mapsto x+a(b-Ex)$.

```lean
/-- One step of linear mixing for `E x = b`: the residual `b - E x`, scaled by `a`,
is added to `x`. -/
def mixStep (a : ℝ) (E : Matrix n n ℝ) (b x : n → ℝ) : n → ℝ := x + a • (b - E *ᵥ x)
```

## From a quadratic form to a length

The example used eigenvectors. The general argument needs none. Let $MT$ be symmetric and let $|\langle x,MTx\rangle|\le q\langle x,Mx\rangle$ for all $x$, with $q\ge0$. Fix $x$ and put $y=Tx$. Symmetry gives $\langle x,MTy\rangle=\langle y,MTx\rangle=\langle y,My\rangle$. For any real $s$, the difference of the quadratic form at $sx+y$ and $sx-y$ is therefore

$$\langle sx+y,MT(sx+y)\rangle-\langle sx-y,MT(sx-y)\rangle=4s\langle y,My\rangle .$$

The hypothesis bounds the left side from above by $q$ times the sum of the two squared lengths, in which the cross terms cancel:

$$4s\langle y,My\rangle\le q\bigl(2s^2\langle x,Mx\rangle+2\langle y,My\rangle\bigr).$$

If $q>0$, take $s=q$, collect terms and divide by $2q$; the result is $\langle y,My\rangle\le q^2\langle x,Mx\rangle$. If $q=0$, take $s=1$; then $\langle y,My\rangle\le0$, which is the same bound.

```lean
omit [DecidableEq n] in
/-- Let `q ≥ 0`. If `M T` is symmetric and its quadratic form is at most `q` times that of `M` in
absolute value, then `T` multiplies the squared `M`-length by at most `q ^ 2`. -/
theorem form_bound {M T : Matrix n n ℝ} (hS : (M * T).IsSymm) {q : ℝ} (hq : 0 ≤ q)
    (h : ∀ x, |mInner M x (T *ᵥ x)| ≤ q * mInner M x x) (x : n → ℝ) :
    mInner M (T *ᵥ x) (T *ᵥ x) ≤ q ^ 2 * mInner M x x := by
  have hC : ∀ u v, mInner M u (T *ᵥ v) = mInner M v (T *ᵥ u) := by
    intro u v
    unfold mInner
    rw [Matrix.mulVec_mulVec, Matrix.mulVec_mulVec, Matrix.dotProduct_mulVec,
      ← Matrix.mulVec_transpose, hS.eq, dotProduct_comm]
  generalize hy : T *ᵥ x = y
  have e1 : x ⬝ᵥ M *ᵥ (T *ᵥ y) = y ⬝ᵥ M *ᵥ y := by
    have h0 := hC x y
    rw [hy] at h0
    exact h0
  -- add the bounds for `s x + T x` and `s x - T x`
  have hB : ∀ s : ℝ, 4 * s * mInner M y y
      ≤ q * (2 * s ^ 2 * mInner M x x + 2 * mInner M y y) := by
    intro s
    have h1 := (abs_le.mp (h (s • x + y))).2
    have h2 := (abs_le.mp (h (s • x - y))).1
    simp only [mInner, Matrix.mulVec_add, Matrix.mulVec_sub, Matrix.mulVec_smul,
      add_dotProduct, sub_dotProduct, dotProduct_add, dotProduct_sub, smul_dotProduct,
      dotProduct_smul, smul_eq_mul, hy, e1] at h1 h2 ⊢
    linarith
  rcases hq.eq_or_lt with h0 | h0
  · have h1 := hB 1
    rw [← h0] at h1 ⊢
    linarith
  · have h1 := hB q
    have h2 : q * mInner M y y ≤ q * (q ^ 2 * mInner M x x) := by linarith
    exact le_of_mul_le_mul_left h2 h0
```

In the proof, `hC` is the symmetry of $MT$ as a bilinear form, `e1` is the identity for $\langle x,MTy\rangle$, and `hB` is the inequality with free $s$. It takes the upper half of the absolute-value bound at $sx+y$ and the lower half at $sx-y$. The last lines treat $q=0$ and $q>0$.

Without the symmetry of $MT$, the step from the quadratic form to the length can fail. With $M=1$ and $T=\begin{pmatrix}0&1\\0&0\end{pmatrix}$, the form is $x_0x_1$, at most $\tfrac12\langle x,x\rangle$ in absolute value, yet $T$ sends $(0,1)$ to $(1,0)$ and keeps its length. The hypothesis `hS` rules this out.

## The bound for one step

Now set $T=1-aE$ and $q=\max(|1-am|,|1-aL|)$. The matrix $MT=M-aME$ is symmetric because both terms are. For a vector $z$ write $X=\langle z,Mz\rangle\ge0$ and $W=\langle z,MEz\rangle$, so that $\langle z,MTz\rangle=X-aW$. The bounds $mX\le W\le LX$ give

$$(1-aL)X\le X-aW\le(1-am)X\quad(a\ge0),$$

$$(1-am)X\le X-aW\le(1-aL)X\quad(a\le0).$$

Both ends lie between $-qX$ and $qX$, so $|\langle z,MTz\rangle|\le q\langle z,Mz\rangle$. The previous result gives $\langle Tx,MTx\rangle\le q^2\langle x,Mx\rangle$, and since $q\ge0$ the square root of the right side is $q\|x\|_M$.

```lean
/-- Let `M` be positive semidefinite and `M E` symmetric. If the quadratic form of `M E` lies
between `m` and `L` times that of `M`, then `1 - a E` multiplies the `M`-length by at most `max |1 -
a m| |1 - a L|`, for every real `a`. -/
theorem mNorm_damping_le {M E : Matrix n n ℝ} (hM : M.PosSemidef) (hE : (M * E).IsSymm)
    {m L : ℝ} (hm : ∀ x, m * mInner M x x ≤ mInner M x (E *ᵥ x))
    (hL : ∀ x, mInner M x (E *ᵥ x) ≤ L * mInner M x x) (a : ℝ) (x : n → ℝ) :
    mNorm M ((1 - a • E) *ᵥ x) ≤ mixFactor a m L * mNorm M x := by
  have hq : 0 ≤ mixFactor a m L := le_trans (abs_nonneg _) (le_max_left _ _)
  have hMt : Mᵀ = M := by
    rw [← Matrix.conjTranspose_eq_transpose_of_trivial]
    exact hM.isHermitian
  have hS : (M * (1 - a • E)).IsSymm := by
    unfold Matrix.IsSymm
    rw [Matrix.mul_sub, Matrix.mul_one, Matrix.mul_smul, Matrix.transpose_sub,
      Matrix.transpose_smul, hMt, hE.eq]
  have key := form_bound hS hq (fun z => by
    have hX : 0 ≤ mInner M z z := by
      simpa [mInner] using hM.dotProduct_mulVec_nonneg z
    have hz : mInner M z ((1 - a • E) *ᵥ z)
        = mInner M z z - a * mInner M z (E *ᵥ z) := by
      simp only [mInner, Matrix.sub_mulVec, Matrix.one_mulVec, Matrix.smul_mulVec,
        Matrix.mulVec_sub, Matrix.mulVec_smul, dotProduct_sub, dotProduct_smul, smul_eq_mul]
    have b1 := abs_le.mp (le_max_left |1 - a * m| |1 - a * L|)
    have b2 := abs_le.mp (le_max_right |1 - a * m| |1 - a * L|)
    change -mixFactor a m L ≤ _ ∧ _ ≤ mixFactor a m L at b1 b2
    have c1 := mul_le_mul_of_nonneg_right b1.1 hX
    have c2 := mul_le_mul_of_nonneg_right b1.2 hX
    have c3 := mul_le_mul_of_nonneg_right b2.1 hX
    have c4 := mul_le_mul_of_nonneg_right b2.2 hX
    rw [hz, abs_le]
    -- the two ends of the interval change roles with the sign of `a`
    rcases le_total 0 a with ha | ha
    · have d1 := mul_le_mul_of_nonneg_left (hm z) ha
      have d2 := mul_le_mul_of_nonneg_left (hL z) ha
      constructor <;> linarith
    · have d1 := mul_le_mul_of_nonpos_left (hm z) ha
      have d2 := mul_le_mul_of_nonpos_left (hL z) ha
      constructor <;> linarith) x
  have h := Real.sqrt_le_sqrt key
  rw [Real.sqrt_mul (sq_nonneg _), Real.sqrt_sq hq] at h
  exact h
```

Here `hM` says that $M$ is symmetric and positive semidefinite, which includes the positive definite case, and `hE` says that $ME$ is symmetric. The bounds `hm` and `hL` are assumed for every vector; finding $m$ and $L$ for a given system is a separate task. Neither number needs to be positive or optimal. In the proof `hS` is the symmetry of $MT$, `hz` is the expansion $X-aW$, and `c1` to `c4` place both ends of the interval between $-qX$ and $qX$. The case split on the sign of $a$ gives the two displayed chains.

## The error after $k$ steps

Let $s$ now denote a solution, $Es=b$, and let $x_0=x$ and $x_{k+1}=x_k+a(b-Ex_k)$. Subtracting $s$ and replacing $b$ by $Es$ gives

$$x_{k+1}-s=(x_k-s)-aE(x_k-s)=(1-aE)(x_k-s).$$

Each step therefore contributes at most one factor $q$, and by induction $\|x_k-s\|_M\le q^k\|x_0-s\|_M$.

```lean
/-- Let `M`, `E`, `m` and `L` satisfy the hypotheses of `mNorm_damping_le`, and let `E s = b`. After
`k` steps of linear mixing the `M`-length of the error is at most the `k`-th power of the mixing
factor times its initial value. -/
theorem mixing_error_le {M E : Matrix n n ℝ} (hM : M.PosSemidef) (hE : (M * E).IsSymm)
    {m L : ℝ} (hm : ∀ x, m * mInner M x x ≤ mInner M x (E *ᵥ x))
    (hL : ∀ x, mInner M x (E *ᵥ x) ≤ L * mInner M x x) (a : ℝ) {b s : n → ℝ}
    (hs : E *ᵥ s = b) (x : n → ℝ) (k : ℕ) :
    mNorm M ((mixStep a E b)^[k] x - s) ≤ mixFactor a m L ^ k * mNorm M (x - s) := by
  have hq : 0 ≤ mixFactor a m L := le_trans (abs_nonneg _) (le_max_left _ _)
  -- one step acts on the error as `1 - a E`
  have step : ∀ y, mixStep a E b y - s = (1 - a • E) *ᵥ (y - s) := by
    intro y
    rw [← hs]
    simp only [mixStep, Matrix.sub_mulVec, Matrix.one_mulVec, Matrix.smul_mulVec,
      Matrix.mulVec_sub]
    module
  induction k with
  | zero => simp
  | succ k ih =>
    rw [Function.iterate_succ_apply', step]
    calc _ ≤ mixFactor a m L * mNorm M ((mixStep a E b)^[k] x - s) :=
          mNorm_damping_le hM hE hm hL a _
      _ ≤ mixFactor a m L * (mixFactor a m L ^ k * mNorm M (x - s)) :=
          mul_le_mul_of_nonneg_left ih hq
      _ = _ := by ring
```

The iterate $x_k$ is `(mixStep a E b)^[k] x`. The solution enters through `hs`, so its existence is assumed. The identity for one step is `step`, and the `calc` block is the induction step. The parameter $a$ is the same in every step, and the equation is linear.

Suppose now that $m>0$, $a>0$ and $aL<2$. If $m\le L$, then $0<am\le aL<2$, so $1-am$ and $1-aL$ both lie strictly between $-1$ and $1$. Hence $q<1$ and $q^k\to0$. If $L<m$, the two bounds on $E$ give $(m-L)\langle y,My\rangle\le0$ for every $y$, so every length is zero and there is nothing to show.

```lean
/-- Let `M`, `E`, `m` and `L` satisfy the hypotheses of `mNorm_damping_le`, and let `E s = b`. For
`m > 0`, `a > 0` and `a L < 2` the `M`-length of the error of linear mixing tends to zero from every
starting vector. -/
theorem mixing_converges {M E : Matrix n n ℝ} (hM : M.PosSemidef) (hE : (M * E).IsSymm)
    {m L : ℝ} (hm : ∀ x, m * mInner M x x ≤ mInner M x (E *ᵥ x))
    (hL : ∀ x, mInner M x (E *ᵥ x) ≤ L * mInner M x x) {a : ℝ} (hm0 : 0 < m) (ha : 0 < a)
    (haL : a * L < 2) {b s : n → ℝ} (hs : E *ᵥ s = b) (x : n → ℝ) :
    Tendsto (fun k : ℕ => mNorm M ((mixStep a E b)^[k] x - s)) atTop (𝓝 0) := by
  rcases le_or_gt m L with hmL | hmL
  · have h1 : 0 < a * m := mul_pos ha hm0
    have h2 : a * m ≤ a * L := mul_le_mul_of_nonneg_left hmL ha.le
    have hq : 0 ≤ mixFactor a m L := le_trans (abs_nonneg _) (le_max_left _ _)
    have hq1 : mixFactor a m L < 1 :=
      max_lt (abs_lt.mpr ⟨by linarith, by linarith⟩) (abs_lt.mpr ⟨by linarith, by linarith⟩)
    have ht := (tendsto_pow_atTop_nhds_zero_of_lt_one hq hq1).mul_const (mNorm M (x - s))
    rw [zero_mul] at ht
    exact squeeze_zero (fun _ => Real.sqrt_nonneg _)
      (fun k => mixing_error_le hM hE hm hL a hs x k) ht
  · -- if `L < m`, every vector has `M`-length zero
    have hz : ∀ y, mNorm M y = 0 := fun y =>
      Real.sqrt_eq_zero_of_nonpos (by nlinarith [hm y, hL y])
    simp only [hz]
    exact tendsto_const_nhds
```

The proof splits in the same way, and `squeeze_zero` traps the error between zero and the bound. The limit is that of the $M$-length. For positive definite $M$ this means $x_k\to s$ in every component; for a semidefinite $M$ it leaves open what happens along vectors of length zero.

## When the factor is exact

Let $v$ satisfy $Ev=\mu v$. Then $(1-aE)v=(1-a\mu)v$, and taking lengths gives $\|(1-aE)v\|_M=|1-a\mu|\,\|v\|_M$.

```lean
/-- On an eigenvector of `E` with eigenvalue `μ`, the map `1 - a E` multiplies the `M`-length
by exactly `|1 - a μ|`. -/
theorem mNorm_damping_eigenvector (M : Matrix n n ℝ) {E : Matrix n n ℝ} {μ : ℝ} {v : n → ℝ}
    (hv : E *ᵥ v = μ • v) (a : ℝ) :
    mNorm M ((1 - a • E) *ᵥ v) = |1 - a * μ| * mNorm M v := by
  have h1 : (1 - a • E) *ᵥ v = (1 - a * μ) • v := by
    rw [Matrix.sub_mulVec, Matrix.one_mulVec, Matrix.smul_mulVec, hv]
    module
  have h2 : mInner M ((1 - a * μ) • v) ((1 - a * μ) • v)
      = (1 - a * μ) ^ 2 * mInner M v v := by
    simp only [mInner, Matrix.mulVec_smul, smul_dotProduct, dotProduct_smul, smul_eq_mul]
    ring
  rw [h1, mNorm, h2, Real.sqrt_mul (sq_nonneg _), Real.sqrt_sq_eq_abs, mNorm]
```

Suppose that $M$ is positive definite and that $m$ and $L$ are eigenvalues of $E$ with nonzero eigenvectors $v$ and $w$. If $\|(1-aE)x\|_M\le c\|x\|_M$ for all $x$, then inserting $v$ and $w$ gives

$$|1-am|\,\|v\|_M\le c\|v\|_M,\qquad |1-aL|\,\|w\|_M\le c\|w\|_M .$$

Both lengths are positive, so they can be divided out, and $c$ is at least the larger of the two numbers.

```lean
/-- If `M` is positive definite and `m` and `L` are eigenvalues of `E`, every constant that
bounds the growth of the `M`-length under `1 - a E` is at least the mixing factor. -/
theorem mixFactor_sharp {M E : Matrix n n ℝ} (hM : M.PosDef) {m L : ℝ} {v w : n → ℝ}
    (hv0 : v ≠ 0) (hw0 : w ≠ 0) (hv : E *ᵥ v = m • v) (hw : E *ᵥ w = L • w) {a c : ℝ}
    (hc : ∀ x, mNorm M ((1 - a • E) *ᵥ x) ≤ c * mNorm M x) : mixFactor a m L ≤ c := by
  have hpos : ∀ y : n → ℝ, y ≠ 0 → 0 < mNorm M y := fun y hy =>
    Real.sqrt_pos.mpr (by simpa [mInner] using hM.dotProduct_mulVec_pos hy)
  have h1 := hc v
  have h2 := hc w
  rw [mNorm_damping_eigenvector M hv] at h1
  rw [mNorm_damping_eigenvector M hw] at h2
  exact max_le (le_of_mul_le_mul_right h1 (hpos v hv0))
    (le_of_mul_le_mul_right h2 (hpos w hw0))
```

The positivity of the lengths is `hpos`, the one place where definiteness is used. The vectors $v$ and $w$ may coincide when $m=L$, so a system with a single variable is included.

The opening example meets all these conditions with $m=1$ and $L=4$. With components $x_0$ and $x_1$,

$$\langle x,Mx\rangle=2x_0^2+x_1^2,\qquad \langle x,MEx\rangle=4x_0^2+4x_0x_1+3x_1^2,$$

and the two bounds are sums of squares:

$$\langle x,MEx\rangle-\langle x,Mx\rangle=2(x_0+x_1)^2,\qquad 4\langle x,Mx\rangle-\langle x,MEx\rangle=(2x_0-x_1)^2 .$$

```lean
/-- The metric `diag(2, 1)` and the nonsymmetric matrix `E` with rows `(2, 1)` and `(2, 3)`
meet the hypotheses with `m = 1` and `L = 4`, and both bounds are eigenvalues of `E`. -/
theorem mixing_witness :
    let M : Matrix (Fin 2) (Fin 2) ℝ := Matrix.diagonal ![2, 1]
    let E : Matrix (Fin 2) (Fin 2) ℝ := !![2, 1; 2, 3]
    M.PosDef ∧ (M * E).IsSymm ∧
      (∀ x, 1 * mInner M x x ≤ mInner M x (E *ᵥ x)) ∧
      (∀ x, mInner M x (E *ᵥ x) ≤ 4 * mInner M x x) ∧
      E *ᵥ ![1, -1] = (1 : ℝ) • ![1, -1] ∧ E *ᵥ ![1, 2] = (4 : ℝ) • ![1, 2] := by
  intro M E
  have hX : ∀ x, mInner M x x = 2 * x 0 ^ 2 + x 1 ^ 2 := by
    intro x
    simp [M, mInner, Matrix.mulVec, dotProduct, Fin.sum_univ_two, Matrix.diagonal_apply]
    ring
  have hY : ∀ x, mInner M x (E *ᵥ x) = 4 * x 0 ^ 2 + 4 * x 0 * x 1 + 3 * x 1 ^ 2 := by
    intro x
    simp [M, E, mInner, Matrix.mulVec, dotProduct, Fin.sum_univ_two, Matrix.diagonal_apply]
    ring
  refine ⟨?_, ?_, ?_, ?_, ?_, ?_⟩
  · exact Matrix.PosDef.diagonal (fun i => by fin_cases i <;> simp)
  · ext i j
    fin_cases i <;> fin_cases j <;>
      norm_num [M, E, Matrix.mul_apply, Fin.sum_univ_two, Matrix.diagonal_apply]
  · intro x
    rw [hX, hY]
    nlinarith [sq_nonneg (x 0 + x 1)]
  · intro x
    rw [hX, hY]
    nlinarith [sq_nonneg (2 * x 0 - x 1)]
  · ext i
    fin_cases i <;> norm_num [E, Matrix.mulVec, dotProduct, Fin.sum_univ_two]
  · ext i
    fin_cases i <;> norm_num [E, Matrix.mulVec, dotProduct, Fin.sum_univ_two]

end

end LinearMixing
```

The two quadratic forms are `hX` and `hY`, and the squares are the hints given to `nlinarith`. The remaining parts check that $M$ is positive definite, that $ME$ is symmetric, and that $v$ and $w$ are eigenvectors. For this matrix the factor $\max(|1-a|,|1-4a|)$ is thus the smallest possible at every $a$.

```lean
#print axioms LinearMixing.mixing_error_le
#print axioms LinearMixing.mixing_converges
#print axioms LinearMixing.mixFactor_sharp
```

```
'LinearMixing.mixing_error_le' depends on axioms: [propext, Classical.choice, Quot.sound]
'LinearMixing.mixing_converges' depends on axioms: [propext, Classical.choice, Quot.sound]
'LinearMixing.mixFactor_sharp' depends on axioms: [propext, Classical.choice, Quot.sound]
```
